# Peierls grid artefact: in a half-filled tight-binding chain sampled from k = 0, dimerisation lowers the energy linearly on even meshes and has zero initial slope on odd ones

Take a half-filled tight-binding chain with two sites per cell, and sample its Brillouin zone at an even number of equally spaced $k$-points starting from $k=0$: the energy is lowest for a dimerised chain, however stiff the lattice is. Add one point to the mesh, and the same chain may stay uniform. Anyone who does not know that the parity of the mesh can decide this may take a sampling effect for a property of the material. The statements below establish the effect for non-interacting electrons that fill the lower band without smearing, with one dimerisation parameter, on the unshifted mesh $k=\pi r/N$, $r=0,\dots,N-1$.

The familiar Peierls argument concerns the infinite chain, where the electronic gain behaves as $d^2\ln(1/|d|)$ for small $d$. This outweighs any quadratic elastic energy once $d$ is small enough, so the infinite chain is also unstable at every stiffness, but without a linear term in the energy. Here $N$ stays finite throughout. The artefacts of the mesh are the linear term for even $N$ and, for odd $N$, the stability of the uniform chain when the lattice is stiff enough.

```lean
import Mathlib

open Filter Topology Finset
open scoped Real ComplexConjugate

namespace PeierlsGridArtefact

noncomputable section
```

## The chain and its sampled energy

Let the hoppings alternate between $(t+d)/2$ and $(t-d)/2$, so that $t/2$ is the mean hopping and $d$ measures the dimerisation. With the site spacing as unit of length, the two-site cell has length 2 and its Brillouin zone has length $\pi$. The upper band is

$$\varepsilon_d(k)=\sqrt{t^2\cos^2k+d^2\sin^2k}.$$

```lean
/-- Upper band energy of the dimerised chain at wave number `k`, with mean hopping set by `t`
and dimerisation `d`. -/
def bandEnergy (t d k : ℝ) : ℝ :=
  Real.sqrt (t ^ 2 * Real.cos k ^ 2 + d ^ 2 * Real.sin k ^ 2)
```

At half filling there are two electrons per cell, and they fill the lower band $-\varepsilon_d$. The sampled energy per cell is

$$E_N(d)=-\frac2N\sum_{r<N}\varepsilon_d(\pi r/N).$$

The occupation is fixed by this definition: there is no smearing, even where the bands touch at $d=0$. In Lean, `range N` is the set $0,\dots,N-1$.

```lean
/-- Energy per cell of the filled lower band, two electrons per state, sampled at the `N` points
`π r / N`; the domain is `N ≥ 1`. -/
def gridEnergy (N : ℕ) (t d : ℝ) : ℝ :=
  -(2 / (N : ℝ)) * ∑ r ∈ range N, bandEnergy t d (π * r / N)
```

The formula for $\varepsilon_d$ comes from the Bloch sum of the two hoppings,

$$f(k)=\tfrac{t+d}2e^{ik}+\tfrac{t-d}2e^{-ik}=t\cos k+i\,d\sin k.$$

```lean
/-- Bloch sum of the alternating hoppings `(t + d) / 2` and `(t - d) / 2`. -/
def blochHopping (t d k : ℝ) : ℂ :=
  ((t : ℂ) + d) / 2 * Complex.exp ((k : ℂ) * Complex.I)
    + ((t : ℂ) - d) / 2 * Complex.exp ((-(k : ℂ)) * Complex.I)
```

The Hamiltonian has zero on-site energies, with $f$ and its conjugate off the diagonal.

```lean
/-- Bloch Hamiltonian of the chain with two sites per cell. -/
def blochHamiltonian (t d k : ℝ) : Matrix (Fin 2) (Fin 2) ℂ :=
  !![0, blochHopping t d k; conj (blochHopping t d k), 0]
```

Since $|f|^2=t^2\cos^2k+d^2\sin^2k=\varepsilon_d^2$, the secular determinant is

$$\det(E-H)=E^2-|f|^2=(E-\varepsilon_d)(E+\varepsilon_d).$$

In the proof, `hf` is the rewriting of $f$, `hn` the squared modulus and `hdet` the expanded determinant.

```lean
/-- The secular determinant of the Bloch Hamiltonian factorises, with roots at plus and minus
the band energy. -/
theorem secular_determinant (t d k : ℝ) (E : ℂ) :
    (E • (1 : Matrix (Fin 2) (Fin 2) ℂ) - blochHamiltonian t d k).det
      = (E - bandEnergy t d k) * (E + bandEnergy t d k) := by
  have hf : blochHopping t d k
      = ((t * Real.cos k : ℝ) : ℂ) + ((d * Real.sin k : ℝ) : ℂ) * Complex.I := by
    unfold blochHopping
    rw [Complex.exp_mul_I, Complex.exp_mul_I, Complex.cos_neg, Complex.sin_neg]
    push_cast
    ring
  have hs : bandEnergy t d k ^ 2 = t ^ 2 * Real.cos k ^ 2 + d ^ 2 * Real.sin k ^ 2 := by
    unfold bandEnergy
    exact Real.sq_sqrt (by positivity)
  -- the squared modulus of the Bloch hopping is the squared band energy
  have hn : blochHopping t d k * conj (blochHopping t d k) = (bandEnergy t d k : ℂ) ^ 2 := by
    rw [Complex.mul_conj, hf, Complex.normSq_add_mul_I, ← Complex.ofReal_pow, hs]
    congr 1
    ring
  have hdet : (E • (1 : Matrix (Fin 2) (Fin 2) ℂ) - blochHamiltonian t d k).det
      = E * E - blochHopping t d k * conj (blochHopping t d k) := by
    simp [blochHamiltonian, Matrix.det_fin_two]
  rw [hdet, hn]
  ring
```

## The slope at one wave number

If $\cos k=0$, then $\sin^2k=1$ and $\varepsilon_d(k)=\sqrt{d^2}=|d|$. The two bands touch at $d=0$ and split linearly.

```lean
/-- Where `cos k = 0`, the band energy is the absolute value of the dimerisation. -/
theorem bandEnergy_of_cos_eq_zero {k : ℝ} (h : Real.cos k = 0) (t d : ℝ) :
    bandEnergy t d k = |d| := by
  have hs : Real.sin k ^ 2 = 1 := by
    have := Real.sin_sq_add_cos_sq k
    rw [h] at this
    linarith
  unfold bandEnergy
  rw [h, hs, ← Real.sqrt_sq_eq_abs]
  congr 1
  ring
```

If $t>0$ and $\cos k\ne0$, put $a=t|\cos k|>0$, so that $\varepsilon_0(k)=a$. Then

$$a^2\le a^2+d^2\sin^2k\le a^2+d^2\le\Bigl(a+\frac{d^2}{2a}\Bigr)^2,$$

and taking roots gives $0\le\varepsilon_d(k)-\varepsilon_0(k)\le d^2/(2a)$. The proof replaces $t|\cos k|$ by $a$ with `generalize` and then checks the two inequalities separately.

```lean
/-- Where `cos k ≠ 0`, dimerisation raises the band energy by at most a quadratic amount. -/
theorem bandEnergy_quadratic_bound {t k : ℝ} (ht : 0 < t) (h : Real.cos k ≠ 0) (d : ℝ) :
    0 ≤ bandEnergy t d k - bandEnergy t 0 k ∧
      bandEnergy t d k - bandEnergy t 0 k ≤ d ^ 2 / (2 * (t * |Real.cos k|)) := by
  have ha : 0 < t * |Real.cos k| := mul_pos ht (abs_pos.mpr h)
  have hsq : (t * |Real.cos k|) ^ 2 = t ^ 2 * Real.cos k ^ 2 := by
    rw [mul_pow, sq_abs]
  have h0 : bandEnergy t 0 k = t * |Real.cos k| := by
    unfold bandEnergy
    rw [← hsq, zero_pow two_ne_zero, zero_mul, add_zero, Real.sqrt_sq ha.le]
  rw [h0]
  unfold bandEnergy
  rw [← hsq]
  generalize t * |Real.cos k| = a at ha
  constructor
  · have : a ≤ Real.sqrt (a ^ 2 + d ^ 2 * Real.sin k ^ 2) :=
      Real.le_sqrt_of_sq_le (by nlinarith [sq_nonneg (d * Real.sin k)])
    linarith
  · -- complete the square on the right-hand side
    have hx : 2 * a * (d ^ 2 / (2 * a)) = d ^ 2 := mul_div_cancel₀ _ (by positivity)
    have hb : Real.sqrt (a ^ 2 + d ^ 2 * Real.sin k ^ 2) ≤ a + d ^ 2 / (2 * a) := by
      refine Real.sqrt_le_iff.mpr ⟨by positivity, ?_⟩
      have h1 : d ^ 2 * Real.sin k ^ 2 ≤ d ^ 2 :=
        mul_le_of_le_one_right (sq_nonneg d) (Real.sin_sq_le_one k)
      nlinarith [sq_nonneg (d ^ 2 / (2 * a))]
    linarith
```

Keep $t>0$ and divide by $d>0$. In the first case the quotient is exactly 1. In the second it lies between 0 and $d/(2a)$, so it tends to 0, which is the step `squeeze_zero'`. The filter `𝓝[>] 0` expresses that $d$ tends to 0 from above.

```lean
/-- The initial slope of the band energy in the dimerisation is one where `cos k = 0` and zero
at every other wave number. -/
theorem bandEnergy_slope {t : ℝ} (ht : 0 < t) (k : ℝ) :
    Tendsto (fun d => (bandEnergy t d k - bandEnergy t 0 k) / d) (𝓝[>] 0)
      (𝓝 (if Real.cos k = 0 then 1 else 0)) := by
  have hp : ∀ᶠ d : ℝ in 𝓝[>] 0, 0 < d := self_mem_nhdsWithin
  by_cases h : Real.cos k = 0
  · rw [if_pos h]
    refine tendsto_const_nhds.congr' ?_
    filter_upwards [hp] with d hd
    rw [bandEnergy_of_cos_eq_zero h, bandEnergy_of_cos_eq_zero h, abs_of_pos hd, abs_zero,
      sub_zero, div_self hd.ne']
  · rw [if_neg h]
    have hc : Continuous (fun d : ℝ => d / (2 * (t * |Real.cos k|))) :=
      continuous_id.div_const _
    have h0 := hc.tendsto 0
    simp only [zero_div] at h0
    refine squeeze_zero' ?_ ?_ (h0.mono_left nhdsWithin_le_nhds)
    · filter_upwards [hp] with d hd
      exact div_nonneg (bandEnergy_quadratic_bound ht h d).1 hd.le
    · filter_upwards [hp] with d hd
      rw [div_le_iff₀ hd]
      calc _ ≤ d ^ 2 / (2 * (t * |Real.cos k|)) := (bandEnergy_quadratic_bound ht h d).2
        _ = _ := by ring
```

## Counting the touching points

For $r<N$ the angle $\pi r/N$ lies in $[0,\pi)$. Cosine is injective on $[0,\pi]$, so it vanishes there only at $\pi/2$, and $\pi r/N=\pi/2$ means $2r=N$.

```lean
/-- For `r < N`, `cos (π r / N) = 0` holds exactly when `2 r = N`. -/
theorem cos_grid_eq_zero_iff {N r : ℕ} (hr : r < N) :
    Real.cos (π * r / N) = 0 ↔ 2 * r = N := by
  have hN : (0 : ℝ) < N := by exact_mod_cast (Nat.zero_le r).trans_lt hr
  have hrN : (r : ℝ) ≤ N := by exact_mod_cast hr.le
  have hpi := Real.pi_pos
  constructor
  · intro h
    have hx : π * r / N = π / 2 := by
      refine Real.injOn_cos ⟨by positivity, ?_⟩ ⟨by positivity, by linarith⟩ ?_
      · rw [div_le_iff₀ hN]
        exact mul_le_mul_of_nonneg_left hrN hpi.le
      · rw [h, Real.cos_pi_div_two]
    rw [div_eq_iff hN.ne'] at hx
    have h2 : (2 : ℝ) * r = N := mul_left_cancel₀ hpi.ne' (by linarith)
    exact_mod_cast h2
  · intro h
    have hc : (N : ℝ) = 2 * r := by exact_mod_cast h.symm
    have hx : π * r / N = π / 2 := by
      rw [div_eq_iff hN.ne', hc]
      ring
    rw [hx, Real.cos_pi_div_two]
```

The slopes now add up:

$$\frac{E_N(d)-E_N(0)}d=-\frac2N\sum_{r<N}\frac{\varepsilon_d(\pi r/N)-\varepsilon_0(\pi r/N)}d\;\longrightarrow\;-\frac2N\,\#\{r<N:2r=N\}.$$

For even $N=2m>0$ the count is 1, from $r=m$; for odd $N$ it is 0. The theorem therefore gives the limit $-2/N$, together with its strict negativity, in the even case and the limit 0 in the odd case. Inside the proof, `key` is the displayed limit, and `sum_eq_single` and `sum_eq_zero` do the counting.

```lean
/-- Peierls grid artefact: the initial slope of the sampled energy in the dimerisation is
`-2/N`, strictly negative, on an even grid, and zero on an odd grid. -/
theorem peierls_grid_artefact {t : ℝ} (ht : 0 < t) {N : ℕ} (hN : 0 < N) :
    (Even N → Tendsto (fun d => (gridEnergy N t d - gridEnergy N t 0) / d) (𝓝[>] 0)
        (𝓝 (-2 / (N : ℝ))) ∧ -2 / (N : ℝ) < 0) ∧
      (Odd N → Tendsto (fun d => (gridEnergy N t d - gridEnergy N t 0) / d) (𝓝[>] 0)
        (𝓝 0)) := by
  have hNr : (0 : ℝ) < N := by exact_mod_cast hN
  -- add up the slopes of the individual grid points
  have key : Tendsto (fun d => (gridEnergy N t d - gridEnergy N t 0) / d) (𝓝[>] 0)
      (𝓝 (-(2 / (N : ℝ)) * ∑ r ∈ range N, if 2 * r = N then (1 : ℝ) else 0)) := by
    have hsum : ∑ r ∈ range N, (if 2 * r = N then (1 : ℝ) else 0)
        = ∑ r ∈ range N, if Real.cos (π * r / N) = 0 then (1 : ℝ) else 0 := by
      refine sum_congr rfl fun r hr => ?_
      simp only [cos_grid_eq_zero_iff (mem_range.mp hr)]
    rw [hsum]
    refine ((tendsto_finsetSum (range N) fun r _ =>
      bandEnergy_slope ht (π * r / N)).const_mul (-(2 / (N : ℝ)))).congr fun d => ?_
    unfold gridEnergy
    rw [← sum_div, sum_sub_distrib]
    ring
  refine ⟨fun he => ⟨?_, div_neg_of_neg_of_pos (by norm_num) hNr⟩, fun ho => ?_⟩
  · obtain ⟨m, hm⟩ := he
    have h1 : ∑ r ∈ range N, (if 2 * r = N then (1 : ℝ) else 0) = 1 := by
      rw [sum_eq_single m]
      · exact if_pos (by omega)
      · intro r _ hr
        exact if_neg (by omega)
      · intro h
        exact absurd (mem_range.mpr (by omega)) h
    rw [h1, mul_one, ← neg_div] at key
    exact key
  · obtain ⟨m, hm⟩ := ho
    have h1 : ∑ r ∈ range N, (if 2 * r = N then (1 : ℝ) else 0) = 0 :=
      sum_eq_zero fun r _ => if_neg (by omega)
    rw [h1, mul_zero] at key
    exact key
```

The sign of $t$ is immaterial, since only $t^2$ enters the band energy, but $t=0$ must be excluded. For $t=0$ and $N=3$ the band energy is $|d\sin k|$, so for $d>0$

$$E_3(d)=-\tfrac23\Bigl(0+\tfrac{\sqrt3}2+\tfrac{\sqrt3}2\Bigr)d=-\tfrac{2}{\sqrt3}\,d,$$

and the slope on this odd mesh is not 0.

## Adding the lattice

Let the lattice resist dimerisation with an elastic energy $Kd^2$ per cell. The constant $K$ is postulated: it stands for the stiffness of the bonds, expressed through the change in hopping that a distortion causes.

On an even mesh,

$$\frac{E_N(d)+Kd^2-E_N(0)}d=\frac{E_N(d)-E_N(0)}d+Kd\;\longrightarrow\;-\frac2N<0.$$

The quotient is thus negative for some $d>0$, and multiplying by $d$ shows that the dimerised chain lies lower. This holds for every real $K$. The proof obtains such a $d$ from `eventually_lt_const`.

```lean
/-- On an even grid, for every elastic constant `K` some dimerised chain has lower total energy
than the uniform one. -/
theorem even_grid_unstable {t : ℝ} (ht : 0 < t) {N : ℕ} (hN : 0 < N) (he : Even N) (K : ℝ) :
    ∃ d > 0, gridEnergy N t d + K * d ^ 2 < gridEnergy N t 0 := by
  obtain ⟨hlim, hneg⟩ := (peierls_grid_artefact ht hN).1 he
  have hc : Continuous (fun d : ℝ => K * d) := continuous_const.mul continuous_id
  have h0 := hc.tendsto 0
  simp only [mul_zero] at h0
  have hev := (hlim.add (h0.mono_left nhdsWithin_le_nhds)).eventually_lt_const
    (show -2 / (N : ℝ) + 0 < 0 by linarith)
  have hp : ∀ᶠ d : ℝ in 𝓝[>] 0, 0 < d := self_mem_nhdsWithin
  obtain ⟨d, hlt, hd⟩ := (hev.and hp).exists
  have hm := mul_neg_of_neg_of_pos hlt hd
  rw [add_mul, div_mul_cancel₀ _ hd.ne'] at hm
  exact ⟨d, hd, by linarith [show K * d * d = K * d ^ 2 by ring]⟩
```

On an odd mesh no cosine vanishes, and the quadratic bound can be summed over all points:

$$E_N(0)-E_N(d)\le\frac2N\sum_{r<N}\frac{d^2}{2t|\cos(\pi r/N)|}=\frac{d^2}{Nt}\sum_{r<N}\frac1{|\cos(\pi r/N)|}.$$

If $K$ is at least the coefficient of $d^2$ on the right, the uniform chain minimises the total energy over all real $d$. The condition is sufficient but not sharp: the point $k=0$ adds to the bound, although dimerisation leaves the band energy there unchanged. In the proof, `hs` sums the bounds and `e` collects the coefficient.

```lean
/-- On an odd grid, an elastic constant above an explicit finite bound makes the uniform chain
a global minimum of the total energy. -/
theorem odd_grid_stable {t : ℝ} (ht : 0 < t) {N : ℕ} (ho : Odd N) {K : ℝ}
    (hK : 1 / (N * t) * ∑ r ∈ range N, 1 / |Real.cos (π * r / N)| ≤ K) (d : ℝ) :
    gridEnergy N t 0 ≤ gridEnergy N t d + K * d ^ 2 := by
  obtain ⟨m, hm⟩ := ho
  have hs : ∑ r ∈ range N, bandEnergy t d (π * r / N) - ∑ r ∈ range N, bandEnergy t 0 (π * r / N)
      ≤ ∑ r ∈ range N, d ^ 2 / (2 * (t * |Real.cos (π * r / N)|)) := by
    rw [← sum_sub_distrib]
    refine sum_le_sum fun r hr => (bandEnergy_quadratic_bound ht ?_ d).2
    rw [Ne, cos_grid_eq_zero_iff (mem_range.mp hr)]
    omega
  have e : 2 / (N : ℝ) * ∑ r ∈ range N, d ^ 2 / (2 * (t * |Real.cos (π * r / N)|))
      = (1 / (N * t) * ∑ r ∈ range N, 1 / |Real.cos (π * r / N)|) * d ^ 2 := by
    rw [mul_sum, mul_sum, sum_mul]
    refine sum_congr rfl fun r _ => ?_
    ring
  have h1 := mul_le_mul_of_nonneg_left hs (show 0 ≤ 2 / (N : ℝ) by positivity)
  have h2 := mul_le_mul_of_nonneg_right hK (sq_nonneg d)
  rw [e, mul_sub] at h1
  unfold gridEnergy
  rw [neg_mul, neg_mul]
  linarith

end

end PeierlsGridArtefact
```

```lean
#print axioms PeierlsGridArtefact.secular_determinant
-- 'PeierlsGridArtefact.secular_determinant' depends on axioms: [propext, Classical.choice, Quot.sound]
#print axioms PeierlsGridArtefact.peierls_grid_artefact
-- 'PeierlsGridArtefact.peierls_grid_artefact' depends on axioms: [propext, Classical.choice, Quot.sound]
#print axioms PeierlsGridArtefact.even_grid_unstable
-- 'PeierlsGridArtefact.even_grid_unstable' depends on axioms: [propext, Classical.choice, Quot.sound]
#print axioms PeierlsGridArtefact.odd_grid_stable
-- 'PeierlsGridArtefact.odd_grid_stable' depends on axioms: [propext, Classical.choice, Quot.sound]
```

## Two points against three

Take $t=1$ and $K=2$. For $N=2$ the mesh is $k=0,\pi/2$, and for $d>0$ the total energy is

$$E_2(d)+2d^2=-1-d+2d^2.$$

The initial slope is $-1=-2/N$, and the minimum over $d>0$ lies at $d=1/4$, with energy $-1.125$ against $-1$ for the uniform chain.

For $N=3$ the cosines are $1,\tfrac12,-\tfrac12$, and

$$E_3(d)=-\tfrac23\bigl(1+\sqrt{1+3d^2}\bigr),$$

which has zero slope at $d=0$. The stiffness bound is $\tfrac13(1+2+2)=\tfrac53<2$, so the uniform chain is stable. With the same hopping and the same stiffness, two points predict a distortion and three predict none. The infinite chain does distort, so the three-point mesh is wrong about the instability. The two-point mesh is right about it but exaggerates its size: at this stiffness the infinite chain has its minimum near $d=0.06$, not at $d=1/4$.
